# Orbital occupations bound the weight outside an active space from above and below

To choose an active space, I take the natural occupation numbers of a cheap correlated wavefunction, freeze the orbitals with occupation near 2 and delete the ones near 0. In my current case that means six core orbitals at 1.98 and four virtual orbitals at 0.02. Every discarded orbital is off by only 0.02, so I would like to say that I lose about 2% of the wavefunction. But are ten small deviations one small loss or ten? And can occupation numbers alone settle this, when they say nothing about which deviations occur in the same configuration?

## Between half the largest deviation and the sum of all of them

They settle it up to a range. In your case the lost weight is at least 1% and at most 20%. The lower end corresponds to configurations in which all ten orbitals deviate at once, by two electrons each. All twelve core electrons would have to be excited together, so this end is a limit and not an estimate. The upper end corresponds to configurations that each contain a single core hole or a single virtual electron, so that no two deviations share a configuration.

Let the wavefunction be a normalised expansion in finitely many determinants $k$, with weights $w_k=|c_k|^2$, so $w_k\ge 0$ and $\sum_k w_k=1$. Determinant $k$ puts $\nu_{ki}\in\{0,1,2\}$ electrons in spatial orbital $i$, and the mean occupation is $n_i=\sum_k w_k\nu_{ki}$. Let $C$ be the core set and $V$ the virtual set; the remaining orbitals are active. A configuration is outside the active space if some core orbital is not doubly occupied or some virtual orbital is not empty. Let $W$ be the total weight of these configurations, and let

$$d=\sum_{i\in C}(2-n_i)+\sum_{a\in V}n_a .$$

**Upper bound.** Since the weights sum to one, $2-n_i=\sum_k w_k(2-\nu_{ki})$. Inserting this in $d$ and exchanging the sums gives

$$d=\sum_k w_k x_k,\qquad x_k=\sum_{i\in C}(2-\nu_{ki})+\sum_{a\in V}\nu_{ka}.$$

The number $x_k$ counts core holes plus virtual electrons. It is never negative, and it is at least 1 when $k$ is outside. Hence $W\le d$.

**Lower bounds.** Fix a core orbital $i$. Its number of holes $2-\nu_{ki}$ is zero for every configuration inside the active space and at most 2 for every other one. Averaging gives $2-n_i\le 2W$. The same argument for a virtual orbital $a$ gives $n_a\le 2W$. Summing over all discarded orbitals yields $d\le 2(|C|+|V|)W$, so $d$ can overestimate $W$ by at most that factor.

**No active orbitals.** Suppose that $V$ is the complement of $C$ and that every configuration has $2|C|$ electrons. Then $\sum_{i\in C}(2-\nu_{ki})=\sum_{a\in V}\nu_{ka}$: holes and virtual electrons balance. Outside the closed-shell reference their sum is at least 1, so there is a virtual electron, and therefore $W\le\sum_{a\in V}n_a$. The core terms are not needed here.

**Two electrons in two orbitals.** Put weight $1-t$ on the configuration with orbital 0 doubly occupied and weight $t$ on an excited one, with $0\le t\le 1$.

- In a single excitation from core orbital 0 to active orbital 1, $n_0=2-t$ and $V$ is empty, so $W=d=t$.
- In a double excitation from core orbital 0 to virtual orbital 1, $n_0=2-2t$ and $n_1=2t$, so $W=(2-n_0)/2=n_1/2=t$.

Neither the factor 1 in the upper bound nor the factor $1/2$ in the lower ones can therefore be improved in general. The bounds hold for any orthonormal orbitals, natural or not. In the first example with $0<t<1$, a singlet state has a nonzero off-diagonal density-matrix element between the two orbitals, so $2-t$ and $t$ are mean occupations but not natural occupation numbers. At $t=1$ that element vanishes, and $W=d$ still holds.

The bound without active orbitals can serve as a one-sided test for multireference character. If every configuration has $2|C|$ electrons and the total occupation of all orbitals outside $C$ is small, then the closed-shell reference, with every orbital in $C$ doubly occupied, carries most of the weight. A large total does not prove multireference character, because the small occupations caused by weak correlation add up as a system grows. The virtual set must contain every orbital outside $C$ here: in the first example $V$ is empty, and its zero occupation says nothing about $t$.

## The same statements in Lean

```lean
import Mathlib

open Finset

namespace MultireferenceDiagnostics

/-- A probability distribution over finitely many configurations `Ω`, each of which gives every
spatial orbital in `ι` an occupation 0, 1 or 2. -/
structure ConfigDist (Ω ι : Type*) [Fintype Ω] where
  weight : Ω → ℝ
  occ : Ω → ι → ℕ
  weight_nonneg : ∀ k, 0 ≤ weight k
  sum_weight : ∑ k, weight k = 1
  occ_le : ∀ k i, occ k i ≤ 2

variable {Ω ι : Type*} [Fintype Ω]

/-- The mean occupation `n_i` of a spatial orbital. -/
noncomputable def ConfigDist.meanOcc (D : ConfigDist Ω ι) (i : ι) : ℝ :=
  ∑ k, D.weight k * (D.occ k i : ℝ)

/-- A configuration lies outside the active space if some core orbital is not doubly occupied
or some virtual orbital is not empty. -/
def ConfigDist.Outside (D : ConfigDist Ω ι) (C V : Finset ι) (k : Ω) : Prop :=
  (∃ i ∈ C, D.occ k i ≠ 2) ∨ ∃ a ∈ V, D.occ k a ≠ 0

open Classical in
/-- The total weight of the configurations outside the active space. -/
noncomputable def ConfigDist.outsideWeight (D : ConfigDist Ω ι) (C V : Finset ι) : ℝ :=
  ∑ k, if D.Outside C V k then D.weight k else 0

/-- The occupation defect `d`: the sum of `2 - n_i` over the core plus the sum of `n_a` over
the virtuals. -/
noncomputable def ConfigDist.defect (D : ConfigDist Ω ι) (C V : Finset ι) : ℝ :=
  ∑ i ∈ C, (2 - D.meanOcc i) + ∑ a ∈ V, D.meanOcc a

/-- The number of core holes plus the number of virtual electrons in one configuration. -/
noncomputable def ConfigDist.configDefect (D : ConfigDist Ω ι) (C V : Finset ι) (k : Ω) : ℝ :=
  ∑ i ∈ C, (2 - (D.occ k i : ℝ)) + ∑ a ∈ V, (D.occ k a : ℝ)

/-- The deviation of a mean occupation from two is the mean number of holes in the orbital. -/
theorem ConfigDist.hole_eq (D : ConfigDist Ω ι) (i : ι) :
    2 - D.meanOcc i = ∑ k, D.weight k * (2 - (D.occ k i : ℝ)) := by
  simp only [ConfigDist.meanOcc, mul_sub, Finset.sum_sub_distrib, ← Finset.sum_mul,
    D.sum_weight, one_mul]

/-- The occupation defect is the mean, over configurations, of the number of core holes plus
virtual electrons. -/
theorem ConfigDist.defect_eq (D : ConfigDist Ω ι) (C V : Finset ι) :
    D.defect C V = ∑ k, D.weight k * D.configDefect C V k := by
  have h1 : ∑ i ∈ C, (2 - D.meanOcc i)
      = ∑ k, D.weight k * ∑ i ∈ C, (2 - (D.occ k i : ℝ)) := by
    simp_rw [D.hole_eq, Finset.mul_sum]
    exact Finset.sum_comm
  have h2 : ∑ a ∈ V, D.meanOcc a = ∑ k, D.weight k * ∑ a ∈ V, (D.occ k a : ℝ) := by
    simp_rw [ConfigDist.meanOcc, Finset.mul_sum]
    exact Finset.sum_comm
  rw [ConfigDist.defect, h1, h2, ← Finset.sum_add_distrib]
  exact Finset.sum_congr rfl fun k _ => by rw [ConfigDist.configDefect, mul_add]

/-- A configuration outside the active space has at least one core hole or virtual electron. -/
theorem ConfigDist.one_le_configDefect (D : ConfigDist Ω ι) {C V : Finset ι} {k : Ω}
    (h : D.Outside C V k) : 1 ≤ D.configDefect C V k := by
  have hC : ∀ i ∈ C, (0 : ℝ) ≤ 2 - (D.occ k i : ℝ) := fun i _ => by
    have : (D.occ k i : ℝ) ≤ 2 := by exact_mod_cast D.occ_le k i
    linarith
  have hV : ∀ a ∈ V, (0 : ℝ) ≤ (D.occ k a : ℝ) := fun a _ => Nat.cast_nonneg _
  have sC := Finset.sum_nonneg hC
  have sV := Finset.sum_nonneg hV
  unfold ConfigDist.configDefect
  rcases h with ⟨i, hi, hne⟩ | ⟨a, ha, hne⟩
  · have h1 : D.occ k i ≤ 1 := by
      have := D.occ_le k i
      omega
    have h2 : (D.occ k i : ℝ) ≤ 1 := by exact_mod_cast h1
    have h3 : 2 - (D.occ k i : ℝ) ≤ ∑ i ∈ C, (2 - (D.occ k i : ℝ)) :=
      Finset.single_le_sum hC hi
    linarith
  · have h1 : 1 ≤ D.occ k a := Nat.pos_of_ne_zero hne
    have h2 : (1 : ℝ) ≤ (D.occ k a : ℝ) := by exact_mod_cast h1
    have h3 : (D.occ k a : ℝ) ≤ ∑ a ∈ V, (D.occ k a : ℝ) := Finset.single_le_sum hV ha
    linarith

/-- The weight outside the active space is at most the occupation defect, and at least half of
`2 - n_i` for each core orbital and half of `n_a` for each virtual orbital. -/
theorem ConfigDist.outsideWeight_bounds (D : ConfigDist Ω ι) (C V : Finset ι) :
    D.outsideWeight C V ≤ D.defect C V ∧
      (∀ i ∈ C, (2 - D.meanOcc i) / 2 ≤ D.outsideWeight C V) ∧
      ∀ a ∈ V, D.meanOcc a / 2 ≤ D.outsideWeight C V := by
  have hle : ∀ k i, (D.occ k i : ℝ) ≤ 2 := fun k i => by exact_mod_cast D.occ_le k i
  refine ⟨?_, fun i hi => ?_, fun a ha => ?_⟩
  · -- each outside configuration counts at least once in the defect
    rw [D.defect_eq, ConfigDist.outsideWeight]
    refine Finset.sum_le_sum fun k _ => ?_
    split_ifs with h
    · exact le_mul_of_one_le_right (D.weight_nonneg k) (D.one_le_configDefect h)
    · exact mul_nonneg (D.weight_nonneg k) (add_nonneg
        (Finset.sum_nonneg fun i _ => sub_nonneg.mpr (hle k i))
        (Finset.sum_nonneg fun a _ => Nat.cast_nonneg _))
  · -- a core orbital has at most two holes, and none inside the active space
    have key : 2 - D.meanOcc i ≤ 2 * D.outsideWeight C V := by
      rw [D.hole_eq, ConfigDist.outsideWeight, Finset.mul_sum]
      refine Finset.sum_le_sum fun k _ => ?_
      split_ifs with h
      · nlinarith [mul_nonneg (D.weight_nonneg k) (Nat.cast_nonneg (α := ℝ) (D.occ k i))]
      · have h2 : D.occ k i = 2 := by
          by_contra hne
          exact h (Or.inl ⟨i, hi, hne⟩)
        simp [h2]
    linarith
  · -- a virtual orbital has at most two electrons, and none inside the active space
    have key : D.meanOcc a ≤ 2 * D.outsideWeight C V := by
      rw [ConfigDist.meanOcc, ConfigDist.outsideWeight, Finset.mul_sum]
      refine Finset.sum_le_sum fun k _ => ?_
      split_ifs with h
      · nlinarith [mul_le_mul_of_nonneg_left (hle k a) (D.weight_nonneg k)]
      · have h0 : D.occ k a = 0 := by
          by_contra hne
          exact h (Or.inr ⟨a, ha, hne⟩)
        simp [h0]
    linarith

/-- The occupation defect is at most twice the number of core and virtual orbitals times the
weight outside the active space. -/
theorem ConfigDist.defect_le (D : ConfigDist Ω ι) (C V : Finset ι) :
    D.defect C V ≤ 2 * ((C.card : ℝ) + V.card) * D.outsideWeight C V := by
  obtain ⟨-, hC, hV⟩ := D.outsideWeight_bounds C V
  have h1 := Finset.sum_le_card_nsmul C (fun i => 2 - D.meanOcc i)
    (2 * D.outsideWeight C V) fun i hi => by linarith [hC i hi]
  have h2 := Finset.sum_le_card_nsmul V (fun a => D.meanOcc a)
    (2 * D.outsideWeight C V) fun a ha => by linarith [hV a ha]
  rw [nsmul_eq_mul] at h1 h2
  unfold ConfigDist.defect
  linarith

/-- If every orbital is core or virtual and the total number of electrons in every configuration is
twice the number of core orbitals, the weight outside the closed-shell reference is at most the
total mean occupation of the virtuals. -/
theorem ConfigDist.closedShell_bound [Fintype ι] [DecidableEq ι] (D : ConfigDist Ω ι)
    (C : Finset ι) (hN : ∀ k, ∑ i, D.occ k i = 2 * C.card) :
    D.outsideWeight C Cᶜ ≤ ∑ a ∈ Cᶜ, D.meanOcc a := by
  have hs : ∑ a ∈ Cᶜ, D.meanOcc a = ∑ k, D.weight k * ∑ a ∈ Cᶜ, (D.occ k a : ℝ) := by
    simp_rw [ConfigDist.meanOcc, Finset.mul_sum]
    exact Finset.sum_comm
  rw [hs, ConfigDist.outsideWeight]
  refine Finset.sum_le_sum fun k _ => ?_
  split_ifs with h
  · refine le_mul_of_one_le_right (D.weight_nonneg k) ?_
    -- holes and virtual electrons balance, so there is at least one virtual electron
    have h1 := D.one_le_configDefect h
    have h2 : ∑ i ∈ C, (D.occ k i : ℝ) + ∑ a ∈ Cᶜ, (D.occ k a : ℝ) = 2 * (C.card : ℝ) := by
      rw [Finset.sum_add_sum_compl]
      exact_mod_cast hN k
    rw [ConfigDist.configDefect, Finset.sum_sub_distrib, Finset.sum_const, nsmul_eq_mul] at h1
    have h3 : (0 : ℝ) < ∑ a ∈ Cᶜ, (D.occ k a : ℝ) := by linarith
    have h4 : 0 < ∑ a ∈ Cᶜ, D.occ k a := by exact_mod_cast h3
    have h5 : 1 ≤ ∑ a ∈ Cᶜ, D.occ k a := h4
    exact_mod_cast h5
  · exact mul_nonneg (D.weight_nonneg k) (Finset.sum_nonneg fun a _ => Nat.cast_nonneg _)

/-- Two electrons in two orbitals: weight `1 - t` on the configuration with orbital 0 doubly
occupied, and weight `t` on the one with `m ≤ 2` electrons in orbital 0 and the rest in
orbital 1. -/
noncomputable def excitation (t : ℝ) (h0 : 0 ≤ t) (h1 : t ≤ 1) (m : ℕ) (hm : m ≤ 2) :
    ConfigDist Bool (Fin 2) where
  weight b := if b then t else 1 - t
  occ b i := if b then (if i = 0 then m else 2 - m) else (if i = 0 then 2 else 0)
  weight_nonneg b := by cases b <;> simp <;> linarith
  sum_weight := by simp
  occ_le b i := by
    cases b <;> by_cases hi : i = 0 <;> simp [hi]
    omega

/-- The upper bound is sharp: for a single excitation of weight `t` from the core orbital 0 into
the active orbital 1, the outside weight and the occupation defect both equal `t`. -/
theorem single_excitation_sharp (t : ℝ) (h0 : 0 ≤ t) (h1 : t ≤ 1) :
    (excitation t h0 h1 1 (by norm_num)).outsideWeight {0} ∅ = t ∧
      (excitation t h0 h1 1 (by norm_num)).defect {0} ∅ = t := by
  constructor
  · simp [ConfigDist.outsideWeight, ConfigDist.Outside, excitation]
  · simp [ConfigDist.defect, ConfigDist.meanOcc, excitation]
    ring

/-- The lower bounds are sharp: for a double excitation of weight `t` from the core orbital 0 to
the virtual orbital 1, the outside weight, `(2 - n_0) / 2` and `n_1 / 2` all equal `t`. -/
theorem double_excitation_sharp (t : ℝ) (h0 : 0 ≤ t) (h1 : t ≤ 1) :
    (excitation t h0 h1 0 (by norm_num)).outsideWeight {0} {1} = t ∧
      (2 - (excitation t h0 h1 0 (by norm_num)).meanOcc 0) / 2 = t ∧
      (excitation t h0 h1 0 (by norm_num)).meanOcc 1 / 2 = t := by
  refine ⟨?_, ?_, ?_⟩
  · simp [ConfigDist.outsideWeight, ConfigDist.Outside, excitation]
  · simp [ConfigDist.meanOcc, excitation]
    ring
  · simp [ConfigDist.meanOcc, excitation]

end MultireferenceDiagnostics
```

```lean
#print axioms MultireferenceDiagnostics.ConfigDist.outsideWeight_bounds
-- 'MultireferenceDiagnostics.ConfigDist.outsideWeight_bounds' depends on axioms: [propext, Classical.choice, Quot.sound]
#print axioms MultireferenceDiagnostics.ConfigDist.defect_le
-- 'MultireferenceDiagnostics.ConfigDist.defect_le' depends on axioms: [propext, Classical.choice, Quot.sound]
#print axioms MultireferenceDiagnostics.single_excitation_sharp
-- 'MultireferenceDiagnostics.single_excitation_sharp' depends on axioms: [propext, Classical.choice, Quot.sound]
#print axioms MultireferenceDiagnostics.double_excitation_sharp
-- 'MultireferenceDiagnostics.double_excitation_sharp' depends on axioms: [propext, Classical.choice, Quot.sound]
```

## What the definitions and theorems say

A `ConfigDist Ω ι` is the list of determinants reduced to what the argument uses. `Ω` is the finite set of configurations and `ι` the set of spatial orbitals; `weight k` is $w_k$ and `occ k i` is $\nu_{ki}$. Phases, spins and the Hamiltonian do not appear. Two determinants that differ only in spin may have the same occupations, since nothing requires `occ` to distinguish configurations.

`meanOcc`, `outsideWeight`, `defect` and `configDefect` are $n_i$, $W$, $d$ and $x_k$, and `Outside` is the condition that defines $W$. The sets `C` and `V` are arbitrary finite sets of orbitals, possibly empty.

`outsideWeight_bounds` states the upper bound and both families of lower bounds together, and `defect_le` is the summed form. In `closedShell_bound` the virtual set is the complement `Cᶜ`, and the hypothesis `hN` fixes the electron number of every configuration at twice the number of core orbitals. The two `_sharp` theorems evaluate the examples for every $t$ from 0 to 1.

For your calculation, two limits matter. The occupations and the weight must belong to the same distribution: numbers from a cheap wavefunction bound the weight lost from that wavefunction, not from the exact one. Occupations from an approximate density matrix that does not come from a normalised wavefunction need not satisfy the assumptions. Also, $W$ is a weight, and no bound on the energy error follows from it here.

## From the counting argument to the proof

`hole_eq` is the step that uses normalisation: `simp` distributes the product over the difference and replaces the sum of the weights by one. `defect_eq` then exchanges the sums over orbitals and configurations with `Finset.sum_comm`, once for the core and once for the virtuals, and combines the results into the mean of $x_k$.

`one_le_configDefect` proves $x_k\ge 1$ outside the active space. In the core case, an occupation that is at most 2 and different from 2 is at most 1, which `omega` supplies. In the virtual case, a nonzero occupation is at least 1. `Finset.single_le_sum` says that this one term is no larger than its whole sum, because all terms are non-negative.

In `outsideWeight_bounds`, each part compares two sums over configurations term by term with `Finset.sum_le_sum`, and `split_ifs` separates outside from inside. For the upper bound, the outside case is $w_k\le w_kx_k$ and the inside case is $0\le w_kx_k$. For the lower bounds, the intermediate result `key` is $2-n_i\le 2W$ or $n_a\le 2W$. There `nlinarith` handles the outside case, where an orbital contributes at most two holes or electrons. Inside, the definition of `Outside` forces the occupation to be exactly 2 or 0, and the contribution vanishes.

`defect_le` applies `Finset.sum_le_card_nsmul`, which bounds a sum by the number of its terms times a common bound, here $2W$.

`closedShell_bound` repeats the term-by-term comparison with the number of virtual electrons in place of $x_k$. The electron count `h2` turns $x_k\ge 1$ into a strictly positive number of virtual electrons. Since that number is an integer, it is at least 1; the steps `h4` and `h5` return to natural numbers for this reason.

Both examples come from one definition, `excitation`, in which `m` is the number of electrons left in orbital 0 of the excited configuration: 1 for the single excitation and 0 for the double. The sharpness proofs expand the definitions and simplify the two-term sums, with `ring` finishing the algebra where needed.
